# The unnormalised difference of two distinct fermionic modes squares to zero and has anticommutator 2 with its adjoint

For two distinct fermionic modes with annihilation operators cᵢ and cⱼ, the theorem states that the difference d = cᵢ − cⱼ satisfies d² = 0 and dd† + d†d = 2. The operators are elements of an abstract ring with a star operation, assumed to obey the canonical anticommutation relations; no Hamiltonian or state enters. The 2 reflects that d is unnormalised: for complex operators, (cᵢ − cⱼ)/√2 would have anticommutator 1 with its adjoint. The attempt proves each identity by adding and subtracting the assumed relations with `linear_combination`, leaving `noncomm_ring` to check the remaining algebra without assuming that products commute.

Lean 4 with Mathlib refuses this proof:

```lean
import Mathlib

open Finset

namespace DifferenceMode

variable {ι R : Type*} [Ring R] [StarRing R]

/-- The canonical anticommutation relations for a family of annihilation operators `c k`,
with creation operators `star (c k)`. -/
structure CAR (c : ι → R) : Prop where
  sq : ∀ i, c i * c i = 0
  anti : ∀ i j, i ≠ j → c i * c j + c j * c i = 0
  mixed_self : ∀ i, c i * star (c i) + star (c i) * c i = 1
  mixed : ∀ i j, i ≠ j → c i * star (c j) + star (c j) * c i = 0

/-- For distinct modes obeying the CAR, the difference mode `d = c i - c j` squares to zero
and satisfies `d d† + d† d = 2`. -/
theorem difference_mode {c : ι → R} (h : CAR c) {i j : ι} (hij : i ≠ j) :
    (c i - c j) * (c i - c j) = 0 ∧
      (c i - c j) * star (c i - c j) + star (c i - c j) * (c i - c j) = 2 := by
  constructor
  · linear_combination (norm := noncomm_ring) h.sq i + h.sq j - h.anti i j hij
  · rw [star_sub]
    linear_combination (norm := noncomm_ring)
      h.mixed_self i + h.mixed_self j - h.mixed i j hij - h.mixed j i hij.symm

end DifferenceMode
```

Lean reports:

```
Main.lean:24:2: error: unsolved goals
case a
ι : Type u_1
R : Type u_2
inst✝¹ : Ring R
inst✝ : StarRing R
c : ι → R
h : CAR c
i j : ι
hij : i ≠ j
⊢ 2 • 1 + -1 • 2 = 0
```

Cause. The error is in the second part, the anticommutator. The chosen combination of relations is right: every operator product has cancelled, and the goal left over, `2 • 1 + -1 • 2 = 0`, involves only constants. Its first term is twice the ring's unit, from the two `mixed_self` relations, each with right-hand side `1`; its second is minus the numeral `2` from the theorem's statement. The two cancel mathematically, but `noncomm_ring` did not identify the numeral `2` with `2 • 1`, so it kept them as separate terms and could not close the goal.

The repair adds `← one_add_one_eq_two` to the rewrite, which turns the `2` in the goal into `1 + 1` before `linear_combination` runs. Both constants are then multiples of the same term `1`, and they cancel. The combination of relations itself is unchanged.

Lean accepts the file once it reads:

```diff
@@ -22,5 +22,5 @@
   constructor
   · linear_combination (norm := noncomm_ring) h.sq i + h.sq j - h.anti i j hij
-  · rw [star_sub]
+  · rw [star_sub, ← one_add_one_eq_two]
     linear_combination (norm := noncomm_ring)
       h.mixed_self i + h.mixed_self j - h.mixed i j hij - h.mixed j i hij.symm
```
